# Two real polynomials join k times continuously differentiably at a knot a exactly when (X − a)^(k+1) divides their difference

When a potential energy curve is stored as polynomial pieces, the force is continuous across a meeting point if the neighbouring pieces agree there in value and slope. To treat two pieces as a single function, we fix by convention which of them supplies the value at the meeting point. Here it is the left one. For real polynomials p and q and a real knot a, the function studied is

f(x) = p(x) for x ≤ a, f(x) = q(x) for x > a.

In Lean this is `glue a p q`. The type `ℝ[X]` holds polynomials as algebraic objects, and `p.eval x` is the number p(x).

```lean
import Mathlib

open Polynomial Filter Topology
open scoped ContDiff

namespace PiecewisePolynomialSmoothness

/-- The two-piece function with knot `a`: it equals `p(x)` for `x ≤ a` and `q(x)` for `x > a`. -/
noncomputable def glue (a : ℝ) (p q : ℝ[X]) (x : ℝ) : ℝ :=
  if x ≤ a then p.eval x else q.eval x
```

## The knot value comes from the left piece

Physically, the convention says which table entry is read when a particle sits exactly at a. By hand it enters as f(a) = p(a). The limit of f from the left is also p(a), and the limit from the right is q(a). Hence f is continuous if and only if

p(a) = q(a).

The Lean proof obtains this equality by computing the right-hand limit twice, once from continuity and once from the formula for q, and using uniqueness of limits. The converse is Mathlib's lemma on continuous case distinctions.

```lean
/-- The two-piece function is continuous exactly when both pieces have the same value at the
knot. -/
theorem continuous_glue_iff (a : ℝ) (p q : ℝ[X]) :
    Continuous (glue a p q) ↔ p.eval a = q.eval a := by
  constructor
  · intro h
    -- compare the two expressions for the limit from the right
    have h1 : Tendsto (glue a p q) (𝓝[>] a) (𝓝 (p.eval a)) := by
      have h2 := (h.tendsto a).mono_left (nhdsWithin_le_nhds (s := Set.Ioi a))
      rwa [show glue a p q a = p.eval a from if_pos le_rfl] at h2
    have h3 : Tendsto (glue a p q) (𝓝[>] a) (𝓝 (q.eval a)) := by
      refine ((q.continuous.tendsto a).mono_left nhdsWithin_le_nhds).congr' ?_
      filter_upwards [self_mem_nhdsWithin] with x hx
      exact (if_neg (not_le.mpr hx)).symm
    exact tendsto_nhds_unique h1 h3
  · intro h
    have h1 : Continuous (fun x : ℝ => if x ≤ a then p.eval x else q.eval x) :=
      Continuous.if_le p.continuous q.continuous continuous_id continuous_const
        (fun x hx => by
          have hxa : x = a := hx
          rw [hxa, h])
    exact h1
```

Giving the knot value to q instead would lead to the same condition. An independent third value at a would add a condition, since it would have to equal both p(a) and q(a).

## Smoothness is demanded on the whole line

`ContDiff ℝ k f` says that f is k times continuously differentiable on all of ℝ, written C^k below. For a potential, k = 1 means a continuous force and k = 2 a continuous stiffness. Polynomials are smooth, so only the knot can cause trouble.

Suppose f is C^(k+1). It is continuous, so p(a) = q(a). The left derivative at a is p'(a). Because f(a) = q(a), the right derivative is

lim (q(x) − q(a))/(x − a) = q'(a) as x → a from above.

Since f is differentiable at a, p'(a) = q'(a). Therefore f' is the two-piece function built from p' and q', and it is C^k.

Conversely, suppose p(a) = q(a) and the two-piece function g built from p' and q' is C^k. Then g is continuous, so p'(a) = q'(a). The one-sided derivatives of f agree, f' = g everywhere, and f is C^(k+1).

In the proof, `hl` and `hr` are the one-sided derivatives, and `hr` needs the equality of values. The statement `hd` joins them at the knot and treats the points on either side separately.

```lean
/-- The two-piece function is `k+1` times continuously differentiable exactly when the pieces
agree in value at the knot and the two-piece function built from their derivatives is `k` times
continuously differentiable. -/
theorem contDiff_succ_glue_iff (a : ℝ) (p q : ℝ[X]) (k : ℕ) :
    ContDiff ℝ ((k : WithTop ℕ∞) + 1) (glue a p q) ↔
      p.eval a = q.eval a ∧ ContDiff ℝ k (glue a (derivative p) (derivative q)) := by
  -- one-sided derivatives at the knot
  have hl : HasDerivWithinAt (glue a p q) ((derivative p).eval a) (Set.Iic a) a :=
    (p.hasDerivAt a).hasDerivWithinAt.congr (fun y hy => if_pos hy) (if_pos le_rfl)
  have hr : p.eval a = q.eval a →
      HasDerivWithinAt (glue a p q) ((derivative q).eval a) (Set.Ici a) a := by
    intro h0
    have ha : glue a p q a = q.eval a := (if_pos le_rfl).trans h0
    refine (q.hasDerivAt a).hasDerivWithinAt.congr (fun y hy => ?_) ha
    rcases eq_or_lt_of_le (Set.mem_Ici.mp hy) with h | h
    · rw [← h]
      exact ha
    · exact if_neg (not_le.mpr h)
  -- when values and slopes match, differentiation acts piece by piece
  have hd : p.eval a = q.eval a → (derivative p).eval a = (derivative q).eval a →
      ∀ x, HasDerivAt (glue a p q) (glue a (derivative p) (derivative q) x) x := by
    intro h0 h1 x
    rcases lt_trichotomy x a with hx | hx | hx
    · rw [show glue a (derivative p) (derivative q) x = (derivative p).eval x from if_pos hx.le]
      refine (p.hasDerivAt x).congr_of_eventuallyEq ?_
      filter_upwards [Iio_mem_nhds hx] with y hy
      exact if_pos (le_of_lt hy)
    · subst hx
      rw [show glue x (derivative p) (derivative q) x = (derivative p).eval x from if_pos le_rfl]
      have hr' := hr h0
      rw [← h1] at hr'
      have hu := hl.union hr'
      rwa [Set.Iic_union_Ici, hasDerivWithinAt_univ] at hu
    · rw [show glue a (derivative p) (derivative q) x = (derivative q).eval x from
        if_neg (not_le.mpr hx)]
      refine (q.hasDerivAt x).congr_of_eventuallyEq ?_
      filter_upwards [Ioi_mem_nhds hx] with y hy
      exact if_neg (not_le.mpr hy)
  rw [contDiff_succ_iff_deriv]
  constructor
  · rintro ⟨hdiff, -, hc⟩
    have h0 := (continuous_glue_iff a p q).mp hdiff.continuous
    have hD := (hdiff a).hasDerivAt
    have e1 := (uniqueDiffOn_Iic a a (Set.mem_Iic.mpr le_rfl)).eq_deriv _ hl hD.hasDerivWithinAt
    have e2 := (uniqueDiffOn_Ici a a (Set.mem_Ici.mpr le_rfl)).eq_deriv _ (hr h0)
      hD.hasDerivWithinAt
    have e3 : deriv (glue a p q) = glue a (derivative p) (derivative q) :=
      funext fun x => (hd h0 (e1.trans e2.symm) x).deriv
    exact ⟨h0, e3 ▸ hc⟩
  · rintro ⟨h0, hc⟩
    have h1 := (continuous_glue_iff a _ _).mp hc.continuous
    have e3 : deriv (glue a p q) = glue a (derivative p) (derivative q) :=
      funext fun x => (hd h0 h1 x).deriv
    refine ⟨fun x => (hd h0 h1 x).differentiableAt, fun h => by simp at h, ?_⟩
    rw [e3]
    exact hc
```

If smoothness were asked only on x ≤ a and on x > a separately, there would be no condition at all: p = 0 and q = 1 would pass, with a jump in the energy.

## The pieces are polynomials with real coefficients

This hypothesis turns a statement about derivatives into one about factors. Let r be a real polynomial and m a natural number. Then (X − a)^(m+1) divides r if and only if r(a) = 0 and (X − a)^m divides r'.

If r = (X − a)^(m+1) s, then r(a) = 0 and

r' = (X − a)^m [(m+1) s + (X − a) s'].

For the converse, the case r = 0 is immediate. Otherwise write r = (X − a)^n s with s(a) ≠ 0, where n ≥ 1 because r(a) = 0. Then

r' = (X − a)^(n−1) [n s + (X − a) s'],

and the bracket takes the value n s(a) ≠ 0 at a. So r' contains the factor X − a exactly n − 1 times, which gives m ≤ n − 1, or m + 1 ≤ n.

Lean uses `rootMultiplicity` for n and quotes the fact that differentiation lowers it by one at a root. It first checks that r' is not zero, since a nonzero polynomial with a root is not constant. In the code, `C a` is the constant polynomial a and has nothing to do with the smoothness class C^k.

```lean
/-- A real polynomial `r` is divisible by `(X - a)^(m+1)` exactly when it vanishes at `a` and its
derivative is divisible by `(X - a)^m`. -/
theorem pow_succ_dvd_iff (a : ℝ) (m : ℕ) (r : ℝ[X]) :
    (X - C a) ^ (m + 1) ∣ r ↔ r.eval a = 0 ∧ (X - C a) ^ m ∣ derivative r := by
  constructor
  · rintro ⟨s, rfl⟩
    refine ⟨by simp, C ((m + 1 : ℕ) : ℝ) * s + (X - C a) * derivative s, ?_⟩
    rw [derivative_mul, derivative_X_sub_C_pow, Nat.add_sub_cancel]
    ring
  · rintro ⟨h0, h1⟩
    by_cases hr : r = 0
    · simp [hr]
    -- a nonzero polynomial with a root is not constant
    have hr' : derivative r ≠ 0 := by
      intro h
      have hc := eq_C_of_natDegree_eq_zero (Polynomial.derivative_eq_zero.mp h)
      rw [hc, eval_C] at h0
      rw [h0, C_0] at hc
      exact hr hc
    have h2 := (le_rootMultiplicity_iff hr').mpr h1
    rw [derivative_rootMultiplicity_of_root (show r.IsRoot a from h0)] at h2
    have h3 := (rootMultiplicity_pos hr).mpr (show r.IsRoot a from h0)
    exact (le_rootMultiplicity_iff hr).mp (by omega)
```

The number n must be nonzero in the coefficient field. Over a field of prime characteristic ℓ, the polynomial X^ℓ has derivative zero, which every power of X divides, yet X^(ℓ+1) does not divide X^ℓ.

The main theorem follows by induction on k. For k = 0, f is continuous if and only if (q − p)(a) = 0, that is, X − a divides q − p. For the step, each line is equivalent to the next:

f is C^(k+1)

p(a) = q(a), and the two-piece function of p' and q' is C^k

(q − p)(a) = 0, and (X − a)^(k+1) divides q' − p'

(X − a)^(k+2) divides q − p.

The induction hypothesis is applied to p' and q', which is why the Lean induction keeps `p` and `q` general.

```lean
/-- Smoothness across a knot: the function equal to `p` up to `a` and to `q` beyond `a` is `k`
times continuously differentiable on the real line exactly when `(X - a)^(k+1)` divides
`q - p`. -/
theorem contDiff_glue_iff_dvd (a : ℝ) (p q : ℝ[X]) (k : ℕ) :
    ContDiff ℝ k (glue a p q) ↔ (X - C a) ^ (k + 1) ∣ q - p := by
  induction k generalizing p q with
  | zero =>
    rw [Nat.cast_zero, contDiff_zero, continuous_glue_iff, zero_add, pow_one, dvd_iff_isRoot,
      IsRoot.def, eval_sub, sub_eq_zero]
    exact eq_comm
  | succ k ih =>
    -- differentiate both the function and the divisibility condition once
    rw [Nat.cast_succ, contDiff_succ_glue_iff, ih, pow_succ_dvd_iff a (k + 1) (q - p),
      derivative_sub, eval_sub, sub_eq_zero]
    exact and_congr eq_comm Iff.rfl
```

The divisibility condition is compact notation for matching the value and the first k derivatives at a. It also has an explicit form. For a polynomial c,

f(x) = p(x) + c(x) max(x − a, 0)^(k+1) for all x

holds if and only if q − p = (X − a)^(k+1) c. For x ≤ a the added term vanishes and both sides are p(x). For x > a the equation reads q(x) − p(x) = (x − a)^(k+1) c(x), and two polynomials that agree at infinitely many points are equal. The Lean proof applies this last fact on the half-line x > a.

```lean
/-- The two-piece function equals `p(x) + c(x) max(x - a, 0)^(k+1)` for all `x` exactly when
`q - p = (X - a)^(k+1) c`. -/
theorem truncated_power_form_iff (a : ℝ) (p q c : ℝ[X]) (k : ℕ) :
    (∀ x, glue a p q x = p.eval x + c.eval x * max (x - a) 0 ^ (k + 1)) ↔
      q - p = (X - C a) ^ (k + 1) * c := by
  constructor
  · intro h
    -- two polynomials that agree on a half-line are equal
    refine eq_of_infinite_eval_eq _ _ ((Set.Ioi_infinite a).mono fun x hx => ?_)
    have hx' : a < x := hx
    have h1 := h x
    rw [show glue a p q x = q.eval x from if_neg (not_le.mpr hx'),
      max_eq_left (sub_nonneg.mpr hx'.le)] at h1
    simp only [Set.mem_ofPred_eq, eval_sub, eval_mul, eval_pow, eval_X, eval_C]
    linear_combination h1
  · intro h x
    rcases le_or_gt x a with hx | hx
    · rw [show glue a p q x = p.eval x from if_pos hx, max_eq_right (sub_nonpos.mpr hx)]
      simp
    · rw [show glue a p q x = q.eval x from if_neg (not_le.mpr hx),
        max_eq_left (sub_nonneg.mpr hx.le)]
      have h1 := congrArg (eval x) h
      simp only [eval_sub, eval_mul, eval_pow, eval_X, eval_C] at h1
      linear_combination h1
```

## Pieces of degree at most k + 1

The bounds `hp` and `hq` describe the usual spline setting, with cubic pieces and k = 2 as the familiar case. `natDegree` is the ordinary degree, with the zero polynomial given degree 0.

If f is C^k, then q − p = (X − a)^(k+1) s. The left side has degree at most k + 1, while for s ≠ 0 the right side has degree k + 1 + deg s. So s is a constant c, possibly zero, and

f(x) = p(x) + c max(x − a, 0)^(k+1).

Conversely, this form gives divisibility and hence a C^k join, with no use of the degree bounds. In Lean, `hdeg` is the degree count and `s.coeff 0` is the constant.

```lean
/-- For pieces of degree at most `k+1`, the two-piece function is `k` times continuously
differentiable exactly when it is `p(x)` plus a constant multiple of `max(x - a, 0)^(k+1)`. -/
theorem spline_knot_iff (a : ℝ) (p q : ℝ[X]) (k : ℕ)
    (hp : p.natDegree ≤ k + 1) (hq : q.natDegree ≤ k + 1) :
    ContDiff ℝ k (glue a p q) ↔
      ∃ c : ℝ, ∀ x, glue a p q x = p.eval x + c * max (x - a) 0 ^ (k + 1) := by
  rw [contDiff_glue_iff_dvd]
  constructor
  · rintro ⟨s, hs⟩
    -- the degree bound leaves room only for a constant cofactor
    have hdeg : s.natDegree = 0 := by
      by_cases h0 : s = 0
      · simp [h0]
      have h1 := (natDegree_sub_le q p).trans (max_le hq hp)
      rw [hs, natDegree_mul (pow_ne_zero _ (X_sub_C_ne_zero a)) h0, natDegree_pow,
        natDegree_X_sub_C] at h1
      omega
    rw [eq_C_of_natDegree_eq_zero hdeg] at hs
    refine ⟨s.coeff 0, fun x => ?_⟩
    have h2 := (truncated_power_form_iff a p q _ k).mpr hs x
    rwa [eval_C] at h2
  · rintro ⟨c, hc⟩
    exact ⟨C c, (truncated_power_form_iff a p q (C c) k).mp fun x => by rw [eval_C]; exact hc x⟩
```

For a tabulated pair potential in molecular dynamics, restricted to one coordinate and one knot, this says that a cubic spline with continuous stiffness gains one free number at the knot, the jump 6c in the third derivative. A real table has many knots; the step to it is that smoothness is local, so the criterion can be applied at each knot in turn.

Only the degree of q − p matters in the argument, and k + 2 is already too large for it: p = 0 and q = (X − a)^(k+2) join C^k, but no constant c reproduces q.

## Pieces of degree at most k

Here the pieces have too few coefficients for the smoothness requested, as with quadratic pieces and a continuous second derivative. A polynomial of degree at most k that is divisible by (X − a)^(k+1) is zero, so p = q and the knot disappears. For k = 0 this says that two constants join continuously only if they are equal. The proof compares the same two degrees, and the converse holds because everything divides zero.

```lean
/-- For pieces of degree at most `k`, the two-piece function is `k` times continuously
differentiable only if both pieces are the same polynomial, and conversely. -/
theorem contDiff_glue_iff_eq (a : ℝ) (p q : ℝ[X]) (k : ℕ)
    (hp : p.natDegree ≤ k) (hq : q.natDegree ≤ k) :
    ContDiff ℝ k (glue a p q) ↔ p = q := by
  rw [contDiff_glue_iff_dvd]
  constructor
  · intro h
    have h1 := (natDegree_sub_le q p).trans (max_le hq hp)
    have h2 : q - p = 0 := by
      refine eq_zero_of_dvd_of_natDegree_lt h ?_
      rw [natDegree_pow, natDegree_X_sub_C]
      omega
    exact (sub_eq_zero.mp h2).symm
  · rintro rfl
    simp
```

Again the bound acts through q − p, and k + 1 is too large: p = 0 and q = (X − a)^(k+1) are different and join C^k.

## All orders at once, with no degree bound

`ContDiff ℝ ∞` means differentiable to every finite order. If f has this property, choose k to be the larger of the degrees of p and q. The previous result then gives p = q. Conversely, if p = q, the difference is zero and is divisible by every power of X − a. The Lean proof makes the same choice with `max p.natDegree q.natDegree`.

```lean
/-- The two-piece function is infinitely differentiable exactly when both pieces are the same
polynomial. -/
theorem contDiff_infty_glue_iff (a : ℝ) (p q : ℝ[X]) :
    ContDiff ℝ ∞ (glue a p q) ↔ p = q := by
  rw [contDiff_infty]
  constructor
  · intro h
    exact (contDiff_glue_iff_eq a p q (max p.natDegree q.natDegree)
      (le_max_left _ _) (le_max_right _ _)).mp (h _)
  · rintro rfl n
    rw [contDiff_glue_iff_dvd]
    simp

end PiecewisePolynomialSmoothness
```

A potential made of two different polynomials therefore always has a discontinuity at the knot in some derivative or in its value. That the pieces are polynomials matters here, and smoothness of each piece would not be enough: the zero function for x ≤ a and exp(−1/(x − a)) for x > a join to all orders, though they differ.

```lean
#print axioms PiecewisePolynomialSmoothness.spline_knot_iff
-- 'PiecewisePolynomialSmoothness.spline_knot_iff' depends on axioms: [propext, Classical.choice, Quot.sound]
#print axioms PiecewisePolynomialSmoothness.contDiff_infty_glue_iff
-- 'PiecewisePolynomialSmoothness.contDiff_infty_glue_iff' depends on axioms: [propext, Classical.choice, Quot.sound]
```
